# An operator that commutes with a particle exchange has no matrix elements between symmetric and antisymmetric wavefunctions

Q: To diagonalise a two-particle Hamiltonian in a finite orthonormal product basis, I form symmetric and antisymmetric combinations, fill in the two diagonal blocks, and set the off-diagonal blocks to zero without computing them. What entitles me to do that?

A: That the Hamiltonian commutes with the exchange. Let \(X\) be the finite set of one-particle basis states and \(x=(x_0,\dots,x_{N-1})\) a configuration. Write \(\tau x\) for \(x\) with coordinates \(i\) and \(j\) exchanged, and \((PF)(x)=F(\tau x)\). Symmetric means \(PF=F\), antisymmetric \(PG=-G\). Since \(\tau\) is a bijection, relabelling the sum gives

\[
\langle F,G\rangle=\sum_x \overline{F(x)}\,G(x)=\sum_x \overline{F(\tau x)}\,G(\tau x)=-\langle F,G\rangle ,
\]

so \(\langle F,G\rangle=0\). If \(HP=PH\), then \(P(HG)=H(PG)=-HG\), so \(HG\) is again antisymmetric and \(\langle F,HG\rangle=0\). Likewise \(P(HF)=HF\), which gives \(\langle G,HF\rangle=0\).

Q: That is the physics. Does the Lean file talk about the same objects?

A: A wavefunction there is a function `(Fin N → X) → ℂ`, and an operator is a complex matrix indexed by configurations.

```lean
import Mathlib

open Matrix

namespace ExchangeSuperselection

noncomputable section

variable {N : ℕ} {X : Type*} [Fintype X] [DecidableEq X]
```

The map \(\tau\) is `exchange i j`:

```lean
/-- The configuration obtained by exchanging the coordinates of particles `i` and `j`. -/
def exchange {N : ℕ} {X : Type*} (i j : Fin N) (x : Fin N → X) : Fin N → X :=
  fun k => x (Equiv.swap i j k)
```

The matrix of \(P\) has entry 1 where \(\tau x=y\) and 0 elsewhere:

```lean
/-- The exchange operator as a matrix on the configuration space. -/
def exchangeOp (i j : Fin N) : Matrix (Fin N → X) (Fin N → X) ℂ :=
  Matrix.of fun x y => if exchange i j x = y then 1 else 0
```

The two sectors are conditions on function values:

```lean
/-- The wavefunction is unchanged when particles `i` and `j` are exchanged. -/
def IsSymmetric {N : ℕ} {X : Type*} (i j : Fin N) (F : (Fin N → X) → ℂ) : Prop :=
  ∀ x, F (exchange i j x) = F x

/-- The wavefunction changes sign when particles `i` and `j` are exchanged. -/
def IsAntisymmetric {N : ℕ} {X : Type*} (i j : Fin N) (G : (Fin N → X) → ℂ) : Prop :=
  ∀ x, G (exchange i j x) = -G x
```

Q: You never require \(N\ge 2\), or even \(i\ne j\).

A: Two different coordinates exist only when \(N\ge2\). If \(i=j\), the exchange is the identity, the only antisymmetric function is zero, and the statements remain true but say nothing.

Next come the basis vector \(|x\rangle\), the amplitude \(\langle F,HG\rangle\), conjugate-linear in the first slot, and an example of an observable, the occupation number \(n_a(x)\), which counts the coordinates equal to \(a\).

```lean
/-- The wavefunction concentrated on the single configuration `x`. -/
def ket (x : Fin N → X) : (Fin N → X) → ℂ := fun z => if z = x then 1 else 0

/-- The matrix element `⟨F, H G⟩` of `H` between two wavefunctions. -/
def amplitude (F : (Fin N → X) → ℂ) (H : Matrix (Fin N → X) (Fin N → X) ℂ)
    (G : (Fin N → X) → ℂ) : ℂ := star F ⬝ᵥ H *ᵥ G

/-- The number of particles found in the one-particle state `a`, as a diagonal observable. -/
def occupation (a : X) : Matrix (Fin N → X) (Fin N → X) ℂ :=
  Matrix.diagonal fun x => ∑ k, if x k = a then 1 else 0
```

Neither \(F\) nor \(G\) has to be normalised, and \(H\) need not be Hermitian.

Q: Where does spin go?

A: Into \(X\), if you wish: an element can be an orbital together with a spin label, and the exchange then moves both. With \(X\) holding orbitals only, the sectors for two electrons are the spatial parts of singlets and triplets, so for a spin-free Hamiltonian in a finite orbital basis the result separates the singlet and triplet blocks.

Q: And the hypothesis that \(H\) commutes with the exchange? That looks like the whole physical content.

A: It is assumed, and it stands for the indistinguishability of the particles: no measurement or interaction refers to their labels. A superselection rule in the full sense says this of every physical observable. The theorem takes one operator with the property and draws the consequence; it does not derive the property, nor that particles in nature are bosons or fermions.

Q: For three particles there are also states of mixed symmetry.

A: Yes, and the hypotheses concern only the chosen pair. A fully symmetric and a fully antisymmetric function satisfy them for any pair with \(i\ne j\), so one such exchange commuting with \(H\) is enough to separate those two. The file does not decompose the space under the whole permutation group.

Q: Then show me how the proof follows your derivation.

A: First, \(\tau^2=1\), in the form \(\tau x=y\) exactly when \(x=\tau y\). It holds because swapping two labels twice restores them.

```lean
/-- An exchange can be moved from one side of an equation between configurations to the other. -/
theorem exchange_eq_iff {N : ℕ} {X : Type*} (i j : Fin N) (x y : Fin N → X) :
    exchange i j x = y ↔ x = exchange i j y := by
  have twice : ∀ z : Fin N → X, exchange i j (exchange i j z) = z := by
    intro z
    funext k
    change z (Equiv.swap i j (Equiv.swap i j k)) = z k
    have h := (Equiv.swap i j).symm_apply_apply k
    rw [Equiv.symm_swap] at h
    rw [h]
  constructor
  · intro h
    rw [← h, twice]
  · intro h
    rw [h, twice]
```

Then the test vectors for the converse. Since \(|y\rangle\) evaluated at \(\tau z\) equals \(|\tau y\rangle\) evaluated at \(z\), the exchange swaps the two terms of \(|x\rangle\pm|\tau x\rangle\). The sum is unchanged and the difference changes sign.

```lean
omit [Fintype X] in
/-- The sum of the basis vectors of a configuration and of its exchanged copy is symmetric, their
difference is antisymmetric. -/
theorem ket_sectors (i j : Fin N) (x : Fin N → X) :
    IsSymmetric i j (ket x + ket (exchange i j x)) ∧
      IsAntisymmetric i j (ket x - ket (exchange i j x)) := by
  have k : ∀ y z : Fin N → X, ket y (exchange i j z) = ket (exchange i j y) z := by
    intro y z
    simp [ket, exchange_eq_iff]
  have twice : exchange i j (exchange i j x) = x := (exchange_eq_iff i j _ _).2 rfl
  constructor
  · intro z
    change ket x (exchange i j z) + ket (exchange i j x) (exchange i j z)
      = ket x z + ket (exchange i j x) z
    rw [k, k, twice]
    ring
  · intro z
    change ket x (exchange i j z) - ket (exchange i j x) (exchange i j z)
      = -(ket x z - ket (exchange i j x) z)
    rw [k, k, twice]
    ring
```

Between basis vectors the amplitude is a matrix entry, \(\langle x|H|y\rangle=H(x,y)\):

```lean
/-- Between two single configurations the amplitude is the corresponding matrix entry. -/
theorem amplitude_ket (H : Matrix (Fin N → X) (Fin N → X) ℂ) (x y : Fin N → X) :
    star (ket x) ⬝ᵥ H *ᵥ ket y = H x y := by
  have hs : star (ket x) = ket x := by
    funext z
    by_cases h : z = x <;> simp [ket, h]
  rw [hs]
  simp [ket, dotProduct, Matrix.mulVec]
```

Orthogonality is the relabelled sum from the start. `Equiv.sum_comp` does the relabelling, the symmetry conditions turn the result into \(-S=S\) for the overlap \(S\), and `linear_combination` concludes \(S=0\).

```lean
omit [DecidableEq X] in
/-- Symmetric and antisymmetric wavefunctions are orthogonal. -/
theorem sectors_orthogonal {i j : Fin N} {F G : (Fin N → X) → ℂ}
    (hF : IsSymmetric i j F) (hG : IsAntisymmetric i j G) :
    star F ⬝ᵥ G = 0 ∧ star G ⬝ᵥ F = 0 := by
  have hF' : ∀ x, F (exchange i j x) = F x := hF
  have hG' : ∀ x, G (exchange i j x) = -G x := hG
  have inv : Function.Involutive (exchange (X := X) i j) :=
    fun x => (exchange_eq_iff i j _ _).2 rfl
  -- relabelling the configurations leaves an overlap unchanged, yet flips its sign here
  constructor
  · have h : ∑ x, star (F (exchange i j x)) * G (exchange i j x) = ∑ x, star (F x) * G x :=
      Equiv.sum_comp (Function.Involutive.toPerm _ inv) (fun x => star (F x) * G x)
    simp only [hF', hG', mul_neg, Finset.sum_neg_distrib] at h
    change ∑ x, star (F x) * G x = 0
    linear_combination (-1 / 2 : ℂ) * h
  · have h : ∑ x, star (G (exchange i j x)) * F (exchange i j x) = ∑ x, star (G x) * F x :=
      Equiv.sum_comp (Function.Involutive.toPerm _ inv) (fun x => star (G x) * F x)
    simp only [hF', hG', star_neg, neg_mul, Finset.sum_neg_distrib] at h
    change ∑ x, star (G x) * F x = 0
    linear_combination (-1 / 2 : ℂ) * h
```

For the sectors being preserved, `act` identifies the matrix `exchangeOp i j` with the action \(F(x)\mapsto F(\tau x)\), and `key` is \(H(PF)=P(HF)\). Inserting \(PF=\pm F\) gives the two cases.

```lean
/-- An operator commuting with the exchange maps each symmetry sector into itself. -/
theorem preserves_sectors {i j : Fin N} {H : Matrix (Fin N → X) (Fin N → X) ℂ}
    (hH : Commute H (exchangeOp i j)) (F : (Fin N → X) → ℂ) :
    (IsSymmetric i j F → IsSymmetric i j (H *ᵥ F)) ∧
      (IsAntisymmetric i j F → IsAntisymmetric i j (H *ᵥ F)) := by
  have act : ∀ K : (Fin N → X) → ℂ,
      exchangeOp i j *ᵥ K = fun x => K (exchange i j x) := by
    intro K
    funext x
    simp [exchangeOp, Matrix.mulVec, dotProduct]
  have key : H *ᵥ (fun x => F (exchange i j x)) = fun x => (H *ᵥ F) (exchange i j x) := by
    rw [← act F, ← act (H *ᵥ F), Matrix.mulVec_mulVec, Matrix.mulVec_mulVec, hH.eq]
  constructor
  · intro hF x
    have e : (fun x => F (exchange i j x)) = F := funext hF
    rw [e] at key
    exact (congrFun key x).symm
  · intro hF x
    have e : (fun x => F (exchange i j x)) = -F := funext hF
    rw [e, Matrix.mulVec_neg] at key
    exact (congrFun key x).symm
```

The main theorem combines these two lemmas, once for each direction of the transition:

```lean
/-- An operator commuting with the exchange of two particles has no matrix elements between
symmetric and antisymmetric wavefunctions. -/
theorem exchange_superselection {i j : Fin N} {H : Matrix (Fin N → X) (Fin N → X) ℂ}
    (hH : Commute H (exchangeOp i j)) {F G : (Fin N → X) → ℂ}
    (hF : IsSymmetric i j F) (hG : IsAntisymmetric i j G) :
    amplitude F H G = 0 ∧ amplitude G H F = 0 :=
  ⟨(sectors_orthogonal hF ((preserves_sectors hH G).2 hG)).1,
    (sectors_orthogonal ((preserves_sectors hH F).1 hF) hG).2⟩
```

Q: Perhaps commutation is more than you need. Could some weaker condition also keep the sectors apart?

A: No. If all amplitudes between the sectors vanish in both directions, \(H\) commutes with the exchange. Take the vectors \(|x\rangle\pm|\tau x\rangle\) and \(|y\rangle\pm|\tau y\rangle\). The two vanishing amplitudes are

\[
\begin{aligned}
0&=H(x,y)-H(x,\tau y)+H(\tau x,y)-H(\tau x,\tau y),\\
0&=H(x,y)+H(x,\tau y)-H(\tau x,y)-H(\tau x,\tau y).
\end{aligned}
\]

Adding them gives \(H(\tau x,\tau y)=H(x,y)\). Replacing \(y\) by \(\tau y\) yields \(H(\tau x,y)=H(x,\tau y)\). The left side is \((PH)(x,y)\) and the right side is \((HP)(x,y)\), so the matrices commute. In the code, `h1` and `h2` are the two amplitudes, `entries` is their consequence, and `hl` and `hr` compute the two products.

```lean
/-- An operator commutes with the exchange exactly when all its matrix elements between the
symmetric and the antisymmetric sector vanish, in both directions. -/
theorem commute_iff_no_transitions (i j : Fin N) (H : Matrix (Fin N → X) (Fin N → X) ℂ) :
    Commute H (exchangeOp i j) ↔
      ∀ F G, IsSymmetric i j F → IsAntisymmetric i j G →
        amplitude F H G = 0 ∧ amplitude G H F = 0 := by
  refine ⟨fun hH F G hF hG => exchange_superselection hH hF hG, fun h => ?_⟩
  -- test on sums and differences of the basis vectors of exchanged configurations
  have entries : ∀ x y, H (exchange i j x) (exchange i j y) = H x y := by
    intro x y
    have h1 := (h _ _ (ket_sectors i j x).1 (ket_sectors i j y).2).1
    have h2 := (h _ _ (ket_sectors i j y).1 (ket_sectors i j x).2).2
    simp only [amplitude, star_add, star_sub, Matrix.mulVec_add, Matrix.mulVec_sub,
      add_dotProduct, sub_dotProduct, dotProduct_add, dotProduct_sub, amplitude_ket] at h1 h2
    linear_combination (-1 / 2 : ℂ) * (h1 + h2)
  change H * exchangeOp i j = exchangeOp i j * H
  ext x y
  have hr : (H * exchangeOp i j : Matrix (Fin N → X) (Fin N → X) ℂ) x y
      = H x (exchange i j y) := by
    simp [exchangeOp, Matrix.mul_apply, exchange_eq_iff]
  have hl : (exchangeOp i j * H : Matrix (Fin N → X) (Fin N → X) ℂ) x y
      = H (exchange i j x) y := by
    simp [exchangeOp, Matrix.mul_apply]
  have e := entries x (exchange i j y)
  rw [(exchange_eq_iff i j (exchange i j y) y).2 rfl] at e
  rw [hr, hl, e]
```

Both directions are required because \(H\) is arbitrary. For a Hermitian \(H\), either amplitude is the complex conjugate of the other.

Q: Suppose I prepare a superposition of the two sectors anyway. Would I see the relative phase?

A: Not with such an operator. For \(|c|=1\),

\[
\langle F+cG,H(F+cG)\rangle=\langle F,HF\rangle+c\langle F,HG\rangle+\bar c\,\langle G,HF\rangle+|c|^2\langle G,HG\rangle ,
\]

and the middle terms vanish. If \(F\) and \(G\) are normalised, the normalised state is \((F+cG)/\sqrt2\), and its expectation value is the average of the two separate ones. The proof expands the amplitude in the same way, with `hcc` supplying \(\bar c c=1\).

```lean
/-- For symmetric `F`, antisymmetric `G` and `|c| = 1`, if `H` commutes with the exchange, then the
amplitude `⟨F + c G, H (F + c G)⟩` is the sum of `⟨F, H F⟩` and `⟨G, H G⟩`. -/
theorem no_interference {i j : Fin N} {H : Matrix (Fin N → X) (Fin N → X) ℂ}
    (hH : Commute H (exchangeOp i j)) {F G : (Fin N → X) → ℂ}
    (hF : IsSymmetric i j F) (hG : IsAntisymmetric i j G) {c : ℂ} (hc : ‖c‖ = 1) :
    amplitude (F + c • G) H (F + c • G) = amplitude F H F + amplitude G H G := by
  obtain ⟨h1, h2⟩ := exchange_superselection hH hF hG
  have hcc : star c * c = 1 := by
    rw [show star c = starRingEnd ℂ c from rfl, Complex.conj_mul', hc]
    norm_num
  unfold amplitude at *
  simp only [star_add, star_smul, Matrix.mulVec_add, Matrix.mulVec_smul, add_dotProduct,
    dotProduct_add, smul_dotProduct, dotProduct_smul, smul_eq_mul, h1, h2]
  linear_combination (star G ⬝ᵥ H *ᵥ G) * hcc
```

Q: Give me an observable that meets the condition, other than the identity.

A: The occupation number. Exchanging two coordinates only reorders the sum over particles, so \(n_a(\tau x)=n_a(x)\). The products \(n_aP\) and \(Pn_a\) have entries \(n_a(x)P(x,y)\) and \(P(x,y)n_a(y)\). These agree when \(y=\tau x\), and otherwise both are zero; the proof splits into the same two cases.

```lean
/-- The occupation number of any one-particle state commutes with every exchange. -/
theorem occupation_witness (i j : Fin N) (a : X) :
    Commute (occupation a) (exchangeOp (X := X) i j) := by
  change occupation a * exchangeOp i j = exchangeOp i j * occupation a
  ext x y
  rw [occupation, Matrix.diagonal_mul, Matrix.mul_diagonal]
  by_cases h : exchange i j x = y
  · -- counting particles does not depend on their labels
    have hs : ∑ k, (if y k = a then (1 : ℂ) else 0) = ∑ k, if x k = a then (1 : ℂ) else 0 := by
      rw [← h]
      exact Equiv.sum_comp (Equiv.swap i j) (fun k => if x k = a then (1 : ℂ) else 0)
    rw [hs, mul_comm]
  · simp [exchangeOp, h]
```

Q: And one that violates it?

A: A detector that knows the labels. Take two particles, numbered 0 and 1, with one-particle states 0 and 1, and let \(D\) ask whether particle 0 is in state 0. Then \(D|01\rangle=|01\rangle\) and \(D|10\rangle=0\), so

\[
\big\langle\,|01\rangle+|10\rangle,\;D\,(|01\rangle-|10\rangle)\big\rangle=1 .
\]

With both vectors normalised the amplitude is \(1/2\). The proof takes the symmetry of the vectors from `ket_sectors` and reads the amplitude off the diagonal entries of \(D\).

```lean
/-- For two particles with two one-particle states, the observable asking whether the first particle
is in state `0` has amplitude one between the unnormalised vectors `|01⟩ + |10⟩` and `|01⟩ - |10⟩`,
of which the first is symmetric and the second antisymmetric. -/
theorem labelled_detector_connects_sectors :
    IsSymmetric 0 1 (ket (![0, 1] : Fin 2 → Fin 2) + ket ![1, 0]) ∧
      IsAntisymmetric 0 1 (ket (![0, 1] : Fin 2 → Fin 2) - ket ![1, 0]) ∧
      amplitude (ket (![0, 1] : Fin 2 → Fin 2) + ket ![1, 0])
        (Matrix.diagonal fun x => if x 0 = 0 then 1 else 0)
        (ket ![0, 1] - ket ![1, 0]) = 1 := by
  have e : exchange 0 1 (![0, 1] : Fin 2 → Fin 2) = ![1, 0] := by decide
  have hs := ket_sectors 0 1 (![0, 1] : Fin 2 → Fin 2)
  rw [e] at hs
  refine ⟨hs.1, hs.2, ?_⟩
  have hne : (![0, 1] : Fin 2 → Fin 2) ≠ ![1, 0] := by decide
  simp only [amplitude, star_add, Matrix.mulVec_sub, add_dotProduct, dotProduct_sub,
    amplitude_ket]
  rw [Matrix.diagonal_apply_ne _ hne, Matrix.diagonal_apply_ne _ hne.symm,
    Matrix.diagonal_apply_eq, Matrix.diagonal_apply_eq]
  simp

end

end ExchangeSuperselection
```

```lean
#print axioms ExchangeSuperselection.exchange_superselection
-- 'ExchangeSuperselection.exchange_superselection' depends on axioms: [propext, Classical.choice, Quot.sound]
#print axioms ExchangeSuperselection.commute_iff_no_transitions
-- 'ExchangeSuperselection.commute_iff_no_transitions' depends on axioms: [propext, Classical.choice, Quot.sound]
#print axioms ExchangeSuperselection.no_interference
-- 'ExchangeSuperselection.no_interference' depends on axioms: [propext, Classical.choice, Quot.sound]
#print axioms ExchangeSuperselection.labelled_detector_connects_sectors
-- 'ExchangeSuperselection.labelled_detector_connects_sectors' depends on axioms: [propext, Classical.choice, Quot.sound]
```

Q: My wavefunctions live in continuous space. Why matrices at all?

A: They match a calculation in a finite orthonormal basis or on a uniform grid, and they make the converse a comparison of entries. A more abstract model would take a Hilbert space with a unitary \(P\) satisfying \(P^2=1\), and a bounded operator \(H\) commuting with it. Orthogonality would then come from \(\langle F,G\rangle=\langle PF,PG\rangle\), and the converse from the projections \((1\pm P)/2\) in place of basis vectors. That version would include infinite dimension, but configurations and particle labels would disappear from the statement, and an unbounded Hamiltonian would still need conditions on its domain.
